# The mean bond stretch of a rotating anharmonic diatomic molecule from the force balance $\langle V'(x)\rangle = 0$

## Physical setting

The nuclear magnetic shielding of a diatomic molecule in the gas phase is an average over the nuclear motion, while an electronic-structure calculation delivers it at a fixed bond length $r$. Let $r_e$ be the equilibrium length and $x = (r - r_e)/r_e$ the reduced stretch. To second order in $x$ the shielding is
$$\sigma(x) = \sigma_0 + \sigma_1 x + \tfrac12 \sigma_2 x^2,$$
where $\sigma_0$, $\sigma_1$, $\sigma_2$ are its value and its first two derivatives at equilibrium, so its average needs the moments $\langle x\rangle$ and $\langle x^2\rangle$. In a stationary state of a harmonic well without rotation $\langle x\rangle$ vanishes; anharmonicity and centrifugal stretching shift it.

For rotational quantum number $J$ the radial Hamiltonian is $H = \kappa p^2 + V(x)$. If $p$ is the radial momentum and $m$ the reduced mass, then $\kappa = 1/(2m)$ and $xp - px = ic$ with $c = \hbar/r_e$. The vibrational potential is taken in Dunham form, $a_0 x^2(1 + a_1 x + \dots + a_n x^n)$, with $a_0$ an energy and $a_1,\dots,a_n$ dimensionless. The rotational energy is $R_J/(1+x)^2 = R_J(1 - 2x + \dots)$, where $R_J = BJ(J+1)$ and $B$ is the rotational constant in energy units. The constant term exerts no force and is omitted, and only the linear term is kept:
$$V_n(x) = a_0 x^2\Bigl(1 + \sum_{k=0}^{n-1} a_{k+1} x^{k+1}\Bigr) - 2R_J\, x .$$
For one stretching coordinate, the quadratic shielding surface and the cubic case $n = 1$ of this potential, the formulas below express through $\langle x^2\rangle$ the rovibrational term that separates a computed equilibrium shielding $\sigma_0$ from the averaged value that enters an absolute shielding scale.

## Statement

Let $A$ be an associative complex algebra with unit, let $x, p \in A$ satisfy $xp - px = ic\cdot 1$ for a complex number $c$, and let $\varphi : A \to \mathbb{C}$ be linear. Write $\langle T\rangle = \varphi(T)$ and $[S,T] = ST - TS$. The number $\kappa$ is arbitrary throughout.

1. For every polynomial $V$, $[V(x), p] = ic\,V'(x)$ (`commutator_potential`).
2. If $c \ne 0$, then $\langle [H,p]\rangle = 0$ if and only if $\langle V'(x)\rangle = 0$ (`stationary_iff_zero_force`). No normalisation of $\varphi$ is used here.
3. If moreover $a_0 \neq 0$, $\langle 1\rangle = 1$ and $V = V_n$, then $\langle [H,p]\rangle = 0$ if and only if
$$\langle x\rangle = -\sum_{k=0}^{n-1} \frac{k+3}{2}\, a_{k+1}\,\langle x^{k+2}\rangle + \frac{R_J}{a_0}$$
(`mean_stretch_dunham`). For $n = 0$ the sum is empty and $\langle x\rangle = R_J/a_0$.
4. For the cubic potential $V_1(x) = a_0x^2(1 + a_1x) - 2R_J x$, under the same hypotheses, $\langle [H,p]\rangle = 0$ if and only if
$$\langle x\rangle = -\tfrac32\, a_1 \langle x^2\rangle + \frac{BJ(J+1)}{a_0}$$
(`mean_bond_stretch`).
5. Under the hypotheses of item 4, if $\langle [H,p]\rangle = 0$, then
$$\langle\sigma(x)\rangle = \sigma_0 + \frac{\sigma_1}{a_0} R_J + \Bigl(\frac{\sigma_2}{2} - \frac32 a_1\sigma_1\Bigr)\langle x^2\rangle$$
(`mean_shielding`).
6. Let $c \neq 0$ and $a_0 \neq 0$. For finitely many normalised functionals $\varphi_i$, $i \in s$, each with $\varphi_i([H_i,p]) = 0$ for the cubic Hamiltonian $H_i$ with quantum number $J_i$, and weights $w_i$ with $\sum_{i \in s} w_i = 1$,
$$\sum_{i\in s} w_i\varphi_i(\sigma(x)) = \sigma_0 + \frac{\sigma_1}{a_0}\sum_{i\in s} w_i R_{J_i} + \Bigl(\frac{\sigma_2}{2} - \frac32 a_1\sigma_1\Bigr)\sum_{i\in s} w_i\varphi_i(x^2)$$
(`ensemble_shielding`).

## Derivation

The commutator with $p$ obeys a product rule. For a polynomial $Q$,
$$[Q(x)\,x, p] = Q(x)\,[x,p] + [Q(x),p]\,x,$$
as one sees by expanding the right side, where the terms $Q(x)\,p\,x$ cancel. If $[Q(x),p] = ic\,Q'(x)$, the right side equals $ic\,\bigl(Q(x) + Q'(x)\,x\bigr)$, which is $ic$ times the derivative of $Q(x)\,x$. A constant commutes with $p$ and has zero derivative. Multiplying repeatedly by $x$ reaches every monomial, and both sides of the identity are additive in the polynomial. This proves item 1.

Since $p^2 p = p\,p^2$, the kinetic term drops out and $[H,p] = [V(x),p] = ic\,V'(x)$. Linearity gives $\langle [H,p]\rangle = ic\,\langle V'(x)\rangle$, and $ic \ne 0$, so one side vanishes exactly when the other does. This is item 2.

Multiplying out the Dunham potential,
$$V_n(x) = a_0x^2 + \sum_{k=0}^{n-1} a_0a_{k+1}x^{k+3} - 2R_Jx,$$
and differentiating term by term,
$$V_n'(x) = 2a_0x + \sum_{k=0}^{n-1} a_0a_{k+1}(k+3)\,x^{k+2} - 2R_J\cdot 1 .$$
Apply $\varphi$ and use $\langle 1\rangle = 1$ on the last term. With $S = \sum_{k=0}^{n-1}\frac{k+3}{2}a_{k+1}\langle x^{k+2}\rangle$ the force balance $\langle V_n'(x)\rangle = 0$ reads
$$2a_0\langle x\rangle + 2a_0S - 2R_J = 0 .$$
Division by $2a_0 \neq 0$ gives $\langle x\rangle = -S + R_J/a_0$, and multiplication by $2a_0$ leads back, which proves item 3. For $n = 1$ only $k = 0$ contributes, $S = \frac32a_1\langle x^2\rangle$, and item 4 follows.

By linearity $\langle\sigma(x)\rangle = \sigma_0 + \sigma_1\langle x\rangle + \frac12\sigma_2\langle x^2\rangle$. Inserting item 4 for $\langle x\rangle$ and collecting the terms in $\langle x^2\rangle$ gives item 5. Multiplying item 5 for $\varphi_i$ by $w_i$ and summing gives item 6, the constant term being $\sigma_0\sum_i w_i = \sigma_0$.

## What the formal version assumes

The type `A` with `[Ring A] [Algebra ℂ A]` is the algebra of operators, and the hypothesis `h : x * p - p * x = (I * c) • (1 : A)` is the only relation imposed on `x` and `p`. A potential is an element of `ℂ[X]`; `aeval x V` substitutes the operator for the variable, and `derivative V` is the formal derivative. The definitions `hamiltonian`, `rotEnergy`, `dunham`, `cubic` and `shielding` are $H$, $R_J$, $V_n$, $V_1$ and $\sigma(x)$. In `dunham` the sum over `k ∈ range n` runs from $0$ to $n-1$ with coefficient `a (k + 1)`, as in the formulas above; the comments in the code write the same sums with $k$ from $1$ to $n$. The value `a 0` is never used, and `a₀` is a separate argument. The comments on the theorems for $\langle x\rangle$ and for the shielding do not repeat the commutation relation `h` and the conditions $c \neq 0$ (`hc`) and $a_0 \neq 0$ (`ha`), which these theorems assume.

A state is `φ : A →ₗ[ℂ] ℂ` with `h1 : φ 1 = 1`. There is no adjoint, no inner product and no positivity, so $\langle x^2\rangle$ may be any complex number, and all parameters except the natural numbers `n` and `J` are complex, including the weights `w`. The constants $\kappa$, $c$ and $B$ are independent, although physically $B = \kappa c^2 = \hbar^2/(2mr_e^2)$. The coefficient $\kappa$ does not appear explicitly in the force balance or in the formulas for $\langle x\rangle$ and $\langle\sigma(x)\rangle$, but in a molecule both $B$ and $\langle x^2\rangle$ depend on the reduced mass.

Stationarity is the single equation $\langle[H,p]\rangle = 0$, which is assumed in `mean_shielding` and `ensemble_shielding` (hypothesis `hst`) and is one side of the equivalence in the earlier theorems. It is not derived from an eigenvalue equation. Ehrenfest's theorem gives $d\langle p\rangle/dt = -\langle dV/dr\rangle$ along the time evolution; item 2 is the algebraic identity behind its stationary case, with no time variable present. The equation is much weaker than being an energy eigenstate, since it constrains one commutator only.

The formula of item 4 is exact for the truncated potential and involves the second moment of the same state $\varphi$. That moment is not computed, and it is not replaced by its harmonic value. Nothing bounds the effect of the omitted terms of the potential, of the centrifugal expansion or of the shielding surface. For real $a_0 a_1 \neq 0$ the cubic polynomial is unbounded below on the real line and describes the well only near $x = 0$. For $\kappa > 0$ its Hamiltonian has no eigenfunction on the line with finite $\langle x^2\rangle$, so for a bound state of a molecule item 4 is an approximation that neglects the higher terms of the force. In item 6 the index set `s` is finite, and `hw` excludes the empty set; all states share $a_0$, $a_1$, $B$ and the shielding coefficients, so they belong to one isotopic species. Boltzmann populations of finitely many levels are one admissible choice of weights, but no temperature is defined.

The statement could instead have been modelled with vectors: $A$ acts on a complex inner product space, $H$ is symmetric, $\psi \neq 0$ satisfies $H\psi = E\psi$ for a number $E$, and $\varphi(T) = \langle\psi, T\psi\rangle/\langle\psi,\psi\rangle$. Symmetry makes $E$ real and gives $\langle\psi, Hp\psi\rangle = E\langle\psi,p\psi\rangle = \langle\psi,pH\psi\rangle$, so stationarity would become a lemma, and a symmetric $x$ would have $\langle x^2\rangle \ge 0$. The price is a space that contains the eigenvector and is invariant under $x$ and $p$. It has to be infinite-dimensional, because a commutator of finite matrices has trace zero and $ic\cdot 1$ does not. For the cubic potential with real $a_0a_1 \neq 0$ and $\kappa > 0$, no such space exists among the square-integrable functions on the line, so there this variant would need a potential that confines. Mixed states would need a separate treatment, whereas a linear functional covers them at once. This variant is described for comparison and has not been formalised in the file below.

## The Lean file

```lean
import Mathlib

open Polynomial Finset
open Complex (I)

namespace RovibrationalAveraging

noncomputable section

variable {A : Type*} [Ring A] [Algebra ℂ A]

/-- The Hamiltonian `H = κ p² + V(x)` with an arbitrary coefficient `κ` and a polynomial potential `V`. -/
def hamiltonian (κ : ℂ) (V : ℂ[X]) (x p : A) : A := κ • p ^ 2 + aeval x V

/-- The rigid-rotor energy `B J (J+1)`. -/
def rotEnergy (B : ℂ) (J : ℕ) : ℂ := B * J * (J + 1)

/-- The Dunham potential `a₀ x² (1 + a₁ x + ⋯ + aₙ xⁿ)` with the linear centrifugal term
`-2 B J (J+1) x`. -/
def dunham (a₀ : ℂ) (a : ℕ → ℂ) (n : ℕ) (B : ℂ) (J : ℕ) : ℂ[X] :=
  a₀ • (X ^ 2 * (1 + ∑ k ∈ range n, a (k + 1) • X ^ (k + 1))) - (2 * rotEnergy B J) • X

/-- The cubic potential `a₀ x² (1 + a₁ x) - 2 B J (J+1) x`. -/
def cubic (a₀ a₁ B : ℂ) (J : ℕ) : ℂ[X] :=
  a₀ • (X ^ 2 * (1 + a₁ • X)) - (2 * rotEnergy B J) • X

/-- The shielding surface to second order in the stretch, `σ₀ + σ₁ x + σ₂ x² / 2`. -/
def shielding (σ₀ σ₁ σ₂ : ℂ) (x : A) : A := σ₀ • (1 : A) + σ₁ • x + (σ₂ / 2) • x ^ 2

/-- If `[x, p] = i c`, then `[V(x), p] = i c V'(x)` for every polynomial `V`. -/
theorem commutator_potential {x p : A} {c : ℂ} (h : x * p - p * x = (I * c) • (1 : A))
    (V : ℂ[X]) :
    aeval x V * p - p * aeval x V = (I * c) • aeval x (derivative V) := by
  -- Leibniz rule: [Q x, p] = Q [x, p] + [Q, p] x
  have step : ∀ q : ℂ[X],
      aeval x q * p - p * aeval x q = (I * c) • aeval x (derivative q) →
      aeval x (q * X) * p - p * aeval x (q * X) = (I * c) • aeval x (derivative (q * X)) := by
    intro q hq
    simp only [derivative_mul, derivative_X, mul_one, map_add, map_mul, aeval_X]
    calc aeval x q * x * p - p * (aeval x q * x)
        = aeval x q * (x * p - p * x) + (aeval x q * p - p * aeval x q) * x := by noncomm_ring
      _ = _ := by rw [h, hq, mul_smul_comm, smul_mul_assoc, mul_one, smul_add, add_comm]
  refine Polynomial.induction_on V ?_ ?_ ?_
  · intro a
    simp only [aeval_C, derivative_C, map_zero, smul_zero, Algebra.commutes, sub_self]
  · intro q r hq hr
    simp only [map_add, smul_add]
    rw [← hq, ← hr]
    noncomm_ring
  · intro n a hn
    have e : (C a * X ^ (n + 1) : ℂ[X]) = C a * X ^ n * X := by ring
    rw [e]
    exact step _ hn

/-- For `c ≠ 0`, the mean of `[H, p]` vanishes exactly when the mean of `V'(x)` vanishes. -/
theorem stationary_iff_zero_force {x p : A} {c : ℂ} (h : x * p - p * x = (I * c) • (1 : A))
    (hc : c ≠ 0) (κ : ℂ) (V : ℂ[X]) (φ : A →ₗ[ℂ] ℂ) :
    φ (hamiltonian κ V x p * p - p * hamiltonian κ V x p) = 0 ↔
      φ (aeval x (derivative V)) = 0 := by
  -- the kinetic energy commutes with p
  have hK : κ • p ^ 2 * p = p * κ • p ^ 2 := by
    rw [smul_mul_assoc, mul_smul_comm, ← pow_succ, ← pow_succ']
  have hH : hamiltonian κ V x p * p - p * hamiltonian κ V x p
      = (I * c) • aeval x (derivative V) := by
    rw [← commutator_potential h V, hamiltonian, add_mul, mul_add, hK]
    abel
  rw [hH, map_smul, smul_eq_mul, mul_eq_zero]
  exact or_iff_right (mul_ne_zero Complex.I_ne_zero hc)

/-- The gradient of the Dunham potential:
`V'(x) = 2 a₀ x + Σₖ a₀ aₖ (k+2) xᵏ⁺¹ - 2 B J (J+1)`, with `k` from `1` to `n`. -/
theorem dunham_gradient (x : A) (a₀ : ℂ) (a : ℕ → ℂ) (n : ℕ) (B : ℂ) (J : ℕ) :
    aeval x (derivative (dunham a₀ a n B J)) =
      (2 * a₀) • x + ∑ k ∈ range n, (a₀ * a (k + 1) * (k + 3)) • x ^ (k + 2)
        - (2 * rotEnergy B J) • (1 : A) := by
  have hs : ∀ k : ℕ, (X : ℂ[X]) ^ 2 * X ^ (k + 1) = X ^ (k + 3) := fun k => by ring
  have h1 : dunham a₀ a n B J = a₀ • X ^ 2
      + ∑ k ∈ range n, (a₀ * a (k + 1)) • X ^ (k + 3) - (2 * rotEnergy B J) • X := by
    simp only [dunham, mul_add, mul_one, Finset.mul_sum, smul_add, Finset.smul_sum,
      mul_smul_comm, hs, smul_smul]
  have e : ∀ k : ℕ, k + 3 - 1 = k + 2 := fun k => by omega
  have e2 : (2 - 1 : ℕ) = 1 := rfl
  rw [h1]
  simp only [map_sub, map_add, map_sum, map_smul, derivative_X_pow, derivative_X, map_one,
    map_mul, aeval_C, map_pow, aeval_X, ← Algebra.smul_def, smul_smul]
  simp only [e, e2, pow_one, Nat.cast_add, Nat.cast_ofNat, mul_comm a₀ 2]

/-- For the Dunham potential and a normalised functional, `⟨[H, p]⟩ = 0` holds exactly when
`⟨x⟩ = -Σₖ ((k+2)/2) aₖ ⟨xᵏ⁺¹⟩ + B J (J+1) / a₀`, with `k` from `1` to `n`. -/
theorem mean_stretch_dunham {x p : A} {c : ℂ} (h : x * p - p * x = (I * c) • (1 : A))
    (hc : c ≠ 0) (κ : ℂ) {a₀ : ℂ} (ha : a₀ ≠ 0) (a : ℕ → ℂ) (n : ℕ) (B : ℂ) (J : ℕ)
    (φ : A →ₗ[ℂ] ℂ) (h1 : φ 1 = 1) :
    φ (hamiltonian κ (dunham a₀ a n B J) x p * p
        - p * hamiltonian κ (dunham a₀ a n B J) x p) = 0 ↔
      φ x = -(∑ k ∈ range n, ((k : ℂ) + 3) / 2 * a (k + 1) * φ (x ^ (k + 2)))
        + rotEnergy B J / a₀ := by
  rw [stationary_iff_zero_force h hc, dunham_gradient]
  simp only [map_sub, map_add, map_sum, map_smul, smul_eq_mul, h1, mul_one]
  have hs : ∑ k ∈ range n, a₀ * a (k + 1) * ((k : ℂ) + 3) * φ (x ^ (k + 2))
      = 2 * a₀ * ∑ k ∈ range n, ((k : ℂ) + 3) / 2 * a (k + 1) * φ (x ^ (k + 2)) := by
    rw [Finset.mul_sum]
    exact Finset.sum_congr rfl fun k _ => by ring
  have hd : a₀ * (rotEnergy B J / a₀) = rotEnergy B J := by field_simp
  rw [hs]
  -- solve the force balance for ⟨x⟩
  constructor
  · intro hf
    apply mul_left_cancel₀ ha
    linear_combination (1 / 2) * hf - hd
  · intro hf
    linear_combination 2 * a₀ * hf + 2 * hd

/-- Mean bond stretch: for the cubic potential and a normalised functional, `⟨[H, p]⟩ = 0`
holds exactly when `⟨x⟩ = -(3/2) a₁ ⟨x²⟩ + B J (J+1) / a₀`. -/
theorem mean_bond_stretch {x p : A} {c : ℂ} (h : x * p - p * x = (I * c) • (1 : A))
    (hc : c ≠ 0) (κ : ℂ) {a₀ : ℂ} (ha : a₀ ≠ 0) (a₁ B : ℂ) (J : ℕ)
    (φ : A →ₗ[ℂ] ℂ) (h1 : φ 1 = 1) :
    φ (hamiltonian κ (cubic a₀ a₁ B J) x p * p
        - p * hamiltonian κ (cubic a₀ a₁ B J) x p) = 0 ↔
      φ x = -(3 / 2) * a₁ * φ (x ^ 2) + rotEnergy B J / a₀ := by
  have e : cubic a₀ a₁ B J = dunham a₀ (fun _ => a₁) 1 B J := by
    simp only [cubic, dunham, Finset.sum_range_one, zero_add, pow_one]
  rw [e, mean_stretch_dunham h hc κ ha _ 1 B J φ h1]
  simp only [Finset.sum_range_one, Nat.cast_zero, zero_add]
  constructor <;> intro hf <;> linear_combination hf

/-- For the cubic potential and a normalised functional with `⟨[H, p]⟩ = 0`, the mean shielding is
`σ₀ + σ₁ B J (J+1) / a₀ + (σ₂/2 - (3/2) a₁ σ₁) ⟨x²⟩`. -/
theorem mean_shielding {x p : A} {c : ℂ} (h : x * p - p * x = (I * c) • (1 : A))
    (hc : c ≠ 0) (κ : ℂ) {a₀ : ℂ} (ha : a₀ ≠ 0) (a₁ B : ℂ) (J : ℕ)
    (φ : A →ₗ[ℂ] ℂ) (h1 : φ 1 = 1)
    (hst : φ (hamiltonian κ (cubic a₀ a₁ B J) x p * p
        - p * hamiltonian κ (cubic a₀ a₁ B J) x p) = 0) (σ₀ σ₁ σ₂ : ℂ) :
    φ (shielding σ₀ σ₁ σ₂ x) =
      σ₀ + σ₁ / a₀ * rotEnergy B J + (σ₂ / 2 - 3 / 2 * a₁ * σ₁) * φ (x ^ 2) := by
  have hx := (mean_bond_stretch h hc κ ha a₁ B J φ h1).1 hst
  simp only [shielding, map_add, map_smul, smul_eq_mul, h1, mul_one]
  linear_combination σ₁ * hx

/-- Averaging over normalised functionals `φ i`, each with `φ i [Hᵢ, p] = 0` for the cubic
Hamiltonian `Hᵢ` with rotational quantum number `J i`, and with weights summing to
one: the shielding is `σ₀ + (σ₁/a₀) Σ wᵢ B Jᵢ (Jᵢ+1) + (σ₂/2 - (3/2) a₁ σ₁) Σ wᵢ ⟨x²⟩ᵢ`. -/
theorem ensemble_shielding {ι : Type*} (s : Finset ι) {x p : A} {c : ℂ}
    (h : x * p - p * x = (I * c) • (1 : A)) (hc : c ≠ 0) (κ : ℂ) {a₀ : ℂ} (ha : a₀ ≠ 0)
    (a₁ B : ℂ) (J : ι → ℕ) (φ : ι → A →ₗ[ℂ] ℂ) (h1 : ∀ i ∈ s, φ i 1 = 1)
    (hst : ∀ i ∈ s, φ i (hamiltonian κ (cubic a₀ a₁ B (J i)) x p * p
        - p * hamiltonian κ (cubic a₀ a₁ B (J i)) x p) = 0)
    (w : ι → ℂ) (hw : ∑ i ∈ s, w i = 1) (σ₀ σ₁ σ₂ : ℂ) :
    ∑ i ∈ s, w i * φ i (shielding σ₀ σ₁ σ₂ x) =
      σ₀ + σ₁ / a₀ * ∑ i ∈ s, w i * rotEnergy B (J i)
        + (σ₂ / 2 - 3 / 2 * a₁ * σ₁) * ∑ i ∈ s, w i * φ i (x ^ 2) := by
  calc ∑ i ∈ s, w i * φ i (shielding σ₀ σ₁ σ₂ x)
      = ∑ i ∈ s, (σ₀ * w i + σ₁ / a₀ * (w i * rotEnergy B (J i))
          + (σ₂ / 2 - 3 / 2 * a₁ * σ₁) * (w i * φ i (x ^ 2))) := by
        refine Finset.sum_congr rfl fun i hi => ?_
        rw [mean_shielding h hc κ ha a₁ B (J i) (φ i) (h1 i hi) (hst i hi)]
        ring
    _ = _ := by simp only [Finset.sum_add_distrib, ← Finset.mul_sum, hw, mul_one]

/-- Position on polynomial wavefunctions: multiplication by `X`. -/
def xOp : Module.End ℂ ℂ[X] := LinearMap.mulLeft ℂ X

/-- Momentum on polynomial wavefunctions: `-i c d/dX`. -/
def pOp (c : ℂ) : Module.End ℂ ℂ[X] := (-(I * c)) • (derivative : ℂ[X] →ₗ[ℂ] ℂ[X])

/-- The functional sending an operator `T` to the mean of the values of `T 1` at `0` and `1`. -/
def twoPoint : Module.End ℂ ℂ[X] →ₗ[ℂ] ℂ where
  toFun T := (eval 0 (T 1) + eval 1 (T 1)) / 2
  map_add' S T := by
    simp only [LinearMap.add_apply, eval_add]
    ring
  map_smul' a T := by
    simp only [LinearMap.smul_apply, eval_smul, smul_eq_mul, RingHom.id_apply]
    ring

/-- The operators `xOp`, `pOp c` and the functional `twoPoint` meet the hypotheses for
`a₀ = 1`, `a₁ = -1/3`, `B = 1/8`, `J = 1`, with `⟨x⟩ = ⟨x²⟩ = 1/2`. -/
theorem mean_bond_stretch_witness {c : ℂ} (hc : c ≠ 0) (κ : ℂ) :
    xOp * pOp c - pOp c * xOp = (I * c) • (1 : Module.End ℂ ℂ[X]) ∧ twoPoint 1 = 1 ∧
    twoPoint (hamiltonian κ (cubic 1 (-1 / 3) (1 / 8) 1) xOp (pOp c) * pOp c
      - pOp c * hamiltonian κ (cubic 1 (-1 / 3) (1 / 8) 1) xOp (pOp c)) = 0 ∧
    twoPoint xOp = 1 / 2 ∧ twoPoint (xOp ^ 2) = 1 / 2 := by
  have h : xOp * pOp c - pOp c * xOp = (I * c) • (1 : Module.End ℂ ℂ[X]) := by
    refine LinearMap.ext fun f => ?_
    show X * ((-(I * c)) • derivative f) - (-(I * c)) • derivative (X * f) = (I * c) • f
    rw [derivative_mul, derivative_X, one_mul, mul_smul_comm]
    module
  have h1 : twoPoint 1 = 1 := by
    show (eval 0 (1 : ℂ[X]) + eval 1 (1 : ℂ[X])) / 2 = 1
    norm_num
  have hx : twoPoint xOp = 1 / 2 := by
    show (eval 0 (X * 1 : ℂ[X]) + eval 1 (X * 1 : ℂ[X])) / 2 = 1 / 2
    norm_num
  have hx2 : twoPoint (xOp ^ 2) = 1 / 2 := by
    rw [pow_two]
    show (eval 0 (X * (X * 1) : ℂ[X]) + eval 1 (X * (X * 1) : ℂ[X])) / 2 = 1 / 2
    norm_num
  refine ⟨h, h1, ?_, hx, hx2⟩
  rw [mean_bond_stretch h hc κ one_ne_zero _ _ _ twoPoint h1, hx, hx2]
  norm_num [rotEnergy]

end

end RovibrationalAveraging
```

```lean
#print axioms RovibrationalAveraging.mean_bond_stretch
#print axioms RovibrationalAveraging.ensemble_shielding
```

```
'RovibrationalAveraging.mean_bond_stretch' depends on axioms: [propext, Classical.choice, Quot.sound]
'RovibrationalAveraging.ensemble_shielding' depends on axioms: [propext, Classical.choice, Quot.sound]
```

## Notes on the proof

In `commutator_potential` the auxiliary statement `step` is the product rule. Its `calc` block splits $[Q(x)\,x,p]$ into $Q(x)[x,p] + [Q(x),p]\,x$ by `noncomm_ring`, which normalises expressions without commuting factors, and then substitutes `h` and `hq`. The induction `Polynomial.induction_on` has three cases that match the derivation: constants, which commute with `p` by `Algebra.commutes`; sums; and the passage from `C a * X ^ n` to `C a * X ^ (n + 1)`, which is `step`.

In `stationary_iff_zero_force`, `hK` says that $\kappa p^2$ commutes with $p$, both products being $\kappa p^3$, and `hH` is the operator identity $[H,p] = ic\,V'(x)$. After `map_smul` and `mul_eq_zero` the left side reads "$ic = 0$ or $\langle V'(x)\rangle = 0$", and `or_iff_right` removes the first alternative by means of `Complex.I_ne_zero` and `hc`.

The lemma `dunham_gradient` first multiplies out the potential (`h1`, using $X^2X^{k+1} = X^{k+3}$ from `hs`), then differentiates each power with `derivative_X_pow` and substitutes `x`. It holds for any `x`, without the commutation relation.

In `mean_stretch_dunham` the first rewrite turns the left side into $\langle V_n'(x)\rangle = 0$ with the gradient written out, and `simp only` distributes `φ` over the terms. The statement `hs` pulls $2a_0$ out of the sum, leaving $S$, and `hd` records $a_0\,(R_J/a_0) = R_J$. Going forward, `mul_left_cancel₀ ha` reduces the goal to its multiple by $a_0$, which is half the force balance minus `hd`. Going back, the force balance is $2a_0$ times the formula for $\langle x\rangle$ plus twice `hd`. The theorem `mean_bond_stretch` identifies `cubic` with `dunham a₀ (fun _ => a₁) 1 B J` and evaluates the one-term sum.

For `mean_shielding`, `hx` is the forward direction of `mean_bond_stretch`, and `linear_combination σ₁ * hx` performs the substitution for $\langle x\rangle$. For `ensemble_shielding`, `Finset.sum_congr` applies that result to each $i \in s$, after which the sum is split into three and `hw` is used on the first.

The theorem `mean_bond_stretch_witness` supplies a concrete instance for every $c \neq 0$ and every $\kappa$. The algebra is `Module.End ℂ ℂ[X]`, the linear operators on polynomials; `xOp` multiplies by $X$ and `pOp c` is $-ic\,d/dX$. On a polynomial $f$ the commutator gives $-icXf' + ic\,(Xf)' = icf$. The functional `twoPoint` applies an operator to the constant polynomial $1$ and averages the values of the result at $0$ and $1$, which yields $\langle 1\rangle = 1$ and $\langle x\rangle = \langle x^2\rangle = \frac12$. With $a_0 = 1$, $a_1 = -\frac13$, $B = \frac18$, $J = 1$ one has $R_J = \frac14$, and the right side of item 4 is $\frac14 + \frac14 = \frac12$. The vanishing of $\langle[H,p]\rangle$ is then obtained from the reverse direction of `mean_bond_stretch`. Directly, $V_1'(x) = 2x - x^2 - \frac12$ takes the values $-\frac12$ at $0$ and $+\frac12$ at $1$, whose mean is zero. The functional is an algebraic example and is not built from a wavefunction of the molecule.
